# Exact time slicing of the imaginary-time free-particle kernel

In units with $\hbar=1$, for a mass $m>0$ and a time $t>0$, let $K_t(x,y)=\sqrt{m/(2\pi t)}\,e^{-m(x-y)^2/(2t)}$, and take two slices of lengths $s,t>0$ joined at one intermediate point $z$: the product $K_s(x,z)K_t(z,y)$ is $K_{s+t}(x,y)$ times a normalised Gaussian in $z$, so integrating over $z$ leaves $K_{s+t}(x,y)$. Repeating this step removes the intermediate points of a chain of any length, one at a time.

```lean
import Mathlib

open MeasureTheory Real

namespace FreeParticleSlicing

noncomputable section

/-- The imaginary-time free-particle kernel
`K_t(x,y) = √(m/(2πt)) exp(-m (x-y)²/(2t))` in units with `ħ = 1`. -/
def kernel (m t x y : ℝ) : ℝ :=
  √(m / (2 * π * t)) * Real.exp (-m * (x - y) ^ 2 / (2 * t))

/-- The iterated integral `∫ dq₁ ∫ dq₂ ⋯ ∫ dqₙ F(q₁, …, qₙ)` over `n` real coordinates. -/
def iterInt : (n : ℕ) → ((Fin n → ℝ) → ℝ) → ℝ
  | 0, F => F ![]
  | n + 1, F => ∫ z : ℝ, iterInt n (fun v => F (Fin.cons z v))

/-- The product of the `n + 1` kernels along the broken path `x, q₁, …, qₙ, y`: slice `k` lasts
a time `t k` and joins entry `k` of `(x, q)` to entry `k` of `(q, y)`. -/
def pathWeight (m : ℝ) {n : ℕ} (t : Fin (n + 1) → ℝ) (x : ℝ) (q : Fin n → ℝ) (y : ℝ) : ℝ :=
  ∏ k : Fin (n + 1), kernel m (t k) ((Fin.cons x q : Fin (n + 1) → ℝ) k)
    ((Fin.snoc q y : Fin (n + 1) → ℝ) k)

/-- The harmonic-spring action `∑ (mP/(2β)) (Δq)²` of the bead chain `x, q₁, …, qₙ, y`
with `P = n + 1` links. -/
def springAction (m β : ℝ) {n : ℕ} (x : ℝ) (q : Fin n → ℝ) (y : ℝ) : ℝ :=
  ∑ k : Fin (n + 1), m * (n + 1) / (2 * β) *
    ((Fin.cons x q : Fin (n + 1) → ℝ) k - (Fin.snoc q y : Fin (n + 1) → ℝ) k) ^ 2

/-- The kernel is integrable in its end point and integrates to one. -/
theorem kernel_normalised {m t : ℝ} (hm : 0 < m) (ht : 0 < t) (x : ℝ) :
    Integrable (fun y => kernel m t x y) ∧ ∫ y, kernel m t x y = 1 := by
  have hb : 0 < m / (2 * t) := by positivity
  have hK : ∀ y, kernel m t x y
      = √(m / (2 * π * t)) * Real.exp (-(m / (2 * t)) * (y - x) ^ 2) := by
    intro y
    have e : -m * (x - y) ^ 2 / (2 * t) = -(m / (2 * t)) * (y - x) ^ 2 := by ring
    rw [kernel, e]
  simp only [hK]
  constructor
  · exact ((integrable_exp_neg_mul_sq hb).comp_sub_right x).const_mul _
  · -- shift the origin to `x` and use the Gaussian integral
    have hshift := integral_sub_right_eq_self (μ := (volume : Measure ℝ))
      (fun u : ℝ => Real.exp (-(m / (2 * t)) * u ^ 2)) x
    have hone : m / (2 * π * t) * (π / (m / (2 * t))) = 1 := by
      have := Real.pi_pos
      field_simp
    rw [integral_const_mul, hshift, integral_gaussian, ← Real.sqrt_mul (by positivity), hone,
      Real.sqrt_one]

/-- Completing the square: two consecutive kernels equal the kernel for the total time
multiplied by a kernel of time `st/(s+t)` from the point `(tx+sy)/(s+t)` to the middle point. -/
theorem kernel_mul_kernel {m s t : ℝ} (hm : 0 < m) (hs : 0 < s) (ht : 0 < t) (x z y : ℝ) :
    kernel m s x z * kernel m t z y
      = kernel m (s + t) x y * kernel m (s * t / (s + t)) ((t * x + s * y) / (s + t)) z := by
  have key : ∀ a b c d e f g h : ℝ, a * c = e * g → b * d = f * h →
      a * b * (c * d) = e * f * (g * h) :=
    fun a b c d e f g h h1 h2 => by linear_combination (b * d) * h1 + (e * g) * h2
  have hpi := Real.pi_pos
  have hst : s + t ≠ 0 := by positivity
  unfold kernel
  apply key
  · -- prefactors
    rw [← Real.sqrt_mul (by positivity), ← Real.sqrt_mul (by positivity)]
    congr 1
    field_simp
  · -- exponents
    rw [← Real.exp_add, ← Real.exp_add]
    congr 1
    field_simp
    ring

/-- Chapman–Kolmogorov equation: the product of two kernels is integrable in the shared point,
and its integral is the kernel at the summed time. -/
theorem chapman_kolmogorov {m s t : ℝ} (hm : 0 < m) (hs : 0 < s) (ht : 0 < t) (x y : ℝ) :
    Integrable (fun z => kernel m s x z * kernel m t z y) ∧
      ∫ z, kernel m s x z * kernel m t z y = kernel m (s + t) x y := by
  have hτ : 0 < s * t / (s + t) := by positivity
  have h := kernel_normalised hm hτ ((t * x + s * y) / (s + t))
  simp only [kernel_mul_kernel hm hs ht]
  refine ⟨h.1.const_mul _, ?_⟩
  rw [integral_const_mul, h.2, mul_one]

/-- A constant factor can be taken out of the iterated integral. -/
theorem iterInt_const_mul (n : ℕ) (c : ℝ) (F : (Fin n → ℝ) → ℝ) :
    iterInt n (fun q => c * F q) = c * iterInt n F := by
  revert F
  induction n with
  | zero => intro F; simp only [iterInt]
  | succ n ih =>
    intro F
    simp only [iterInt]
    rw [← integral_const_mul]
    congr 1
    funext z
    exact ih (fun v => F (Fin.cons z v))

/-- The weight of a path whose first intermediate point is `z` is the kernel from `x` to `z`
times the weight of the remaining path starting at `z`. -/
theorem pathWeight_cons (m : ℝ) {n : ℕ} (t : Fin (n + 1 + 1) → ℝ) (x z : ℝ) (v : Fin n → ℝ)
    (y : ℝ) :
    pathWeight m t x (Fin.cons z v) y
      = kernel m (t 0) x z * pathWeight m (fun k => t k.succ) z v y := by
  unfold pathWeight
  rw [Fin.prod_univ_succ, ← Fin.cons_snoc_eq_snoc_cons]
  simp only [Fin.cons_zero, Fin.cons_succ]

/-- Time slicing is exact: integrating the chain of `n + 1` kernels with positive times over its
`n` intermediate points gives the kernel at the total time. -/
theorem time_slicing_exact {m : ℝ} (hm : 0 < m) (n : ℕ) (t : Fin (n + 1) → ℝ)
    (ht : ∀ k, 0 < t k) (x y : ℝ) :
    iterInt n (fun q => pathWeight m t x q y) = kernel m (∑ k, t k) x y := by
  revert x
  revert t
  induction n with
  | zero =>
    intro t _ x
    have h : ∀ q : Fin 0 → ℝ, (Fin.snoc q y : Fin (0 + 1) → ℝ) 0 = y := fun q => by
      rfl
    simp only [iterInt, pathWeight, Fin.prod_univ_succ, Fin.sum_univ_succ, Fin.prod_univ_zero,
      Fin.sum_univ_zero, Fin.cons_zero, h, mul_one, add_zero]
  | succ n ih =>
    intro t ht x
    have hs : 0 < ∑ k : Fin (n + 1), t k.succ :=
      Finset.sum_pos (fun k _ => ht _) Finset.univ_nonempty
    -- the inner integrals collapse the tail of the chain to a single kernel
    have hz : ∀ z, iterInt n (fun v => pathWeight m t x (Fin.cons z v) y)
        = kernel m (t 0) x z * kernel m (∑ k : Fin (n + 1), t k.succ) z y := by
      intro z
      simp only [pathWeight_cons]
      rw [iterInt_const_mul, ih (fun k => t k.succ) (fun k => ht k.succ) z]
    -- the outer integral is Chapman–Kolmogorov
    simp only [iterInt]
    simp only [hz]
    rw [(chapman_kolmogorov hm (ht 0) hs x y).2, Fin.sum_univ_succ t]

/-- After the inner points are integrated out, the chain is an integrable function of its first
intermediate point. -/
theorem slice_integrable {m : ℝ} (hm : 0 < m) (n : ℕ) (t : Fin (n + 1 + 1) → ℝ)
    (ht : ∀ k, 0 < t k) (x y : ℝ) :
    Integrable (fun z => iterInt n (fun v => pathWeight m t x (Fin.cons z v) y)) := by
  have hs : 0 < ∑ k : Fin (n + 1), t k.succ :=
    Finset.sum_pos (fun k _ => ht _) Finset.univ_nonempty
  have hz : ∀ z, iterInt n (fun v => pathWeight m t x (Fin.cons z v) y)
      = kernel m (t 0) x z * kernel m (∑ k : Fin (n + 1), t k.succ) z y := by
    intro z
    simp only [pathWeight_cons]
    rw [iterInt_const_mul,
      time_slicing_exact hm n (fun k => t k.succ) (fun k => ht k.succ) z y]
  simp only [hz]
  exact (chapman_kolmogorov hm (ht 0) hs x y).1

/-- For `P = n + 1` equal slices `β/P` the path weight is `√(mP/(2πβ))^P` times the exponential
of minus the spring action. -/
theorem pathWeight_equal_slices (m : ℝ) {β : ℝ} (hβ : 0 < β) {n : ℕ} (x : ℝ) (q : Fin n → ℝ)
    (y : ℝ) :
    pathWeight m (fun _ => β / (n + 1)) x q y
      = √(m * (n + 1) / (2 * π * β)) ^ (n + 1) * Real.exp (-springAction m β x q y) := by
  have hpi := Real.pi_pos
  have hP : (n + 1 : ℝ) ≠ 0 := by positivity
  have h1 : ∀ a b : ℝ, kernel m (β / (n + 1)) a b = √(m * (n + 1) / (2 * π * β)) *
      Real.exp (-(m * (n + 1) / (2 * β) * (a - b) ^ 2)) := by
    intro a b
    have e1 : m / (2 * π * (β / (n + 1))) = m * (n + 1) / (2 * π * β) := by
      field_simp
    have e2 : -m * (a - b) ^ 2 / (2 * (β / (n + 1)))
        = -(m * (n + 1) / (2 * β) * (a - b) ^ 2) := by
      field_simp
    rw [kernel, e1, e2]
  simp only [pathWeight, h1, Finset.prod_mul_distrib, Finset.prod_const, Finset.card_univ,
    Fintype.card_fin, springAction, ← Real.exp_sum, Finset.sum_neg_distrib]

/-- The open bead chain with `P = n + 1` springs, integrated over its inner beads and multiplied
by `√(mP/(2πβ))^P`, equals the kernel at time `β` for every `P`. -/
theorem open_chain_exact {m β : ℝ} (hm : 0 < m) (hβ : 0 < β) (n : ℕ) (x y : ℝ) :
    √(m * (n + 1) / (2 * π * β)) ^ (n + 1) *
        iterInt n (fun q => Real.exp (-springAction m β x q y)) = kernel m β x y := by
  have hP : (n + 1 : ℝ) ≠ 0 := by positivity
  have hsum : ∑ _k : Fin (n + 1), β / (n + 1 : ℝ) = β := by
    rw [Finset.sum_const, Finset.card_univ, Fintype.card_fin, nsmul_eq_mul]
    push_cast
    field_simp
  have h := time_slicing_exact hm n (fun _ => β / (n + 1)) (fun _ => by positivity) x y
  rw [hsum] at h
  simp only [pathWeight_equal_slices m hβ] at h
  rw [iterInt_const_mul] at h
  exact h

/-- The closed ring of `P = n + 1` beads with one bead held at `x`, integrated over the other
beads and multiplied by `√(mP/(2πβ))^P`, equals `√(m/(2πβ))` for every `P` and `x`. -/
theorem ring_polymer_exact {m β : ℝ} (hm : 0 < m) (hβ : 0 < β) (n : ℕ) (x : ℝ) :
    √(m * (n + 1) / (2 * π * β)) ^ (n + 1) *
        iterInt n (fun q => Real.exp (-springAction m β x q x)) = √(m / (2 * π * β)) := by
  rw [open_chain_exact hm hβ n x x]
  simp [kernel]

end

end FreeParticleSlicing
```

```lean
#print axioms FreeParticleSlicing.time_slicing_exact
-- 'FreeParticleSlicing.time_slicing_exact' depends on axioms: [propext, Classical.choice, Quot.sound]
#print axioms FreeParticleSlicing.slice_integrable
-- 'FreeParticleSlicing.slice_integrable' depends on axioms: [propext, Classical.choice, Quot.sound]
#print axioms FreeParticleSlicing.ring_polymer_exact
-- 'FreeParticleSlicing.ring_polymer_exact' depends on axioms: [propext, Classical.choice, Quot.sound]
```

## What the theorems say

`kernel m t x y` is $K_t(x,y)$, with all four arguments real. A chain has $n$ intermediate points and $P=n+1$ slices, where $n$ is any natural number, zero included. The slice lengths are $t_0,\dots,t_n$, a function `t : Fin (n + 1) → ℝ`, and the intermediate points are $q_0,\dots,q_{n-1}$, a function `q : Fin n → ℝ`. These indices start at zero as Lean's do, while the comments in the code count the intermediate points from one.

`pathWeight` pairs two lists of length $n+1$. The starting points of the slices are $a=(x,q_0,\dots,q_{n-1})$, written `Fin.cons x q`, and the end points are $b=(q_0,\dots,q_{n-1},y)$, written `Fin.snoc q y`. The weight of the path is

$$W(x,q,y)=\prod_{k=0}^{n}K_{t_k}(a_k,b_k).$$

For $n\ge 1$ its first factor is $K_{t_0}(x,q_0)$ and its last is $K_{t_n}(q_{n-1},y)$. For $n=0$ we have $a=(x)$, $b=(y)$ and $W=K_{t_0}(x,y)$.

`iterInt n F` is the iterated integral $\int dq_0\int dq_1\cdots\int dq_{n-1}\,F(q)$ of a function $F$ of $n$ real variables, each integral taken over the whole line with Lebesgue measure. The recursion fixes the order: $q_0$ is outermost and $q_{n-1}$ innermost. With no variables, `iterInt 0 F` is the value of $F$ on the empty list.

The main theorem, `time_slicing_exact`, states that for $m>0$, every $n$, all $t_k>0$ and all real $x,y$,

$$\int dq_0\cdots\int dq_{n-1}\;W(x,q,y)=K_{T}(x,y),\qquad T=\sum_{k=0}^{n}t_k .$$

The slices need not be equal. `slice_integrable` adds, for a chain with at least two slices, that the function of $q_0$ left after the inner integrations is integrable.

For equal slices $t_k=\beta/P$ with $\beta>0$, `springAction m β x q y` is

$$S(x,q,y)=\sum_{k=0}^{n}\frac{mP}{2\beta}\,(a_k-b_k)^2 ,$$

and with the abbreviation $N_P=\big(mP/(2\pi\beta)\big)^{P/2}$, which the code writes as the $P$-th power of a square root, `open_chain_exact` and `ring_polymer_exact` state for $m,\beta>0$ and every $P\ge1$

$$N_P\int dq_0\cdots\int dq_{n-1}\;e^{-S(x,q,y)}=K_\beta(x,y),\qquad
N_P\int dq_0\cdots\int dq_{n-1}\;e^{-S(x,q,x)}=\sqrt{\frac{m}{2\pi\beta}} .$$

The right-hand sides do not contain $P$, and the second does not contain $x$.

## The physics it encodes

In units with $\hbar=1$, $K_t(x,y)$ is the position-space matrix element of $e^{-t\hat p^2/(2m)}$ for one particle on a line, $\hat p$ being the momentum operator. The file takes the Gaussian as a definition and contains no operator, so this identification is the interpretation of the formula. Read this way, inserting $n$ resolutions of the identity into $e^{-T\hat p^2/(2m)}=\prod_k e^{-t_k\hat p^2/(2m)}$ gives the chain, and the main theorem is the statement that the explicit Gaussians compose as the operators do. The same kernel is the transition density of free diffusion with diffusion constant $1/(2m)$, and `chapman_kolmogorov` is the Chapman–Kolmogorov equation for this one family of densities.

With $t=\beta$ the inverse temperature, $K_\beta$ is the unnormalised thermal density matrix. Writing $\beta_P=\beta/P$ and $\omega_P=P/\beta$ gives $mP/(2\beta)=\beta_P\cdot\tfrac12 m\omega_P^2$, so $e^{-S}$ is the Boltzmann factor at inverse temperature $\beta_P$ of beads joined by harmonic springs of frequency $\omega_P$. Setting $y=x$ closes the chain into a ring of $P$ beads $x,q_0,\dots,q_{n-1}$. The value $\sqrt{m/(2\pi\beta)}$ is $1/\Lambda$, where $\Lambda=\sqrt{2\pi\beta/m}$ is the thermal wavelength. It is the partition function per unit length: the bead at $x$ is held fixed, since integrating a constant over the infinite line would diverge. In path-integral simulation the spring term is the kinetic part of the ring-polymer weight, and for one free particle in one dimension the result says that $e^{-S}$, integrated over the beads other than $x$ and multiplied by $N_P$, has the same value for every number of beads, although $S$, $N_P$ and the bare integral each depend on $P$.

The theorems concern a single particle on the whole real line, with no potential, no box and no exchange. Time is imaginary; in real time the sliced integral has an oscillating integrand of constant modulus, and the theorems do not cover it. The number of slices is finite, and no limit $P\to\infty$ or measure on paths appears. A slice of zero length, whose kernel would be a delta function, is excluded by `ht`. The integral is the iterated one in the stated order, and neither the integral against the product measure on $\mathbb R^n$ nor another order of integration is part of the statements.

## Why it is true

Normalisation comes first. Put $\lambda=m/(2t)>0$ and shift the variable to $u=y-x$:

$$\int K_t(x,y)\,dy=\sqrt{\frac{m}{2\pi t}}\int e^{-\lambda u^2}du=\sqrt{\frac{m}{2\pi t}}\sqrt{\frac{\pi}{\lambda}}=\sqrt{\frac{m}{2\pi t}\cdot\frac{2\pi t}{m}}=1 .$$

In `kernel_normalised`, `hK` rewrites the kernel in terms of $\lambda$ and $y-x$, `hshift` is the shift of origin, `integral_gaussian` supplies $\sqrt{\pi/\lambda}$, and `hone` says that the product under the merged root is one. Integrability follows the same route: `integrable_exp_neg_mul_sq` for the centred Gaussian, then a shift and a constant factor.

For two slices, define $\tau=st/(s+t)$, so that $1/\tau=1/s+1/t$, and $c=(tx+sy)/(s+t)$. Expanding in powers of $z$,

$$\frac{(x-z)^2}{s}+\frac{(z-y)^2}{t}=\frac{z^2}{\tau}-2z\,\frac{tx+sy}{st}+\frac{x^2}{s}+\frac{y^2}{t},$$

and since $(tx+sy)/(st)=c/\tau$, the first two terms equal $(z-c)^2/\tau-c^2/\tau$. The terms free of $z$ combine to

$$\frac{x^2}{s}+\frac{y^2}{t}-\frac{c^2}{\tau}=\frac{(tx^2+sy^2)(s+t)-(tx+sy)^2}{st(s+t)}=\frac{st\,(x^2-2xy+y^2)}{st(s+t)}=\frac{(x-y)^2}{s+t}.$$

Multiplying by $-m/2$ matches the exponents of $K_s(x,z)K_t(z,y)$ with those of $K_{s+t}(x,y)K_\tau(c,z)$. The prefactors match because $(s+t)\tau=st$, so both products of roots equal $m/(2\pi\sqrt{st})$. Hence

$$K_s(x,z)K_t(z,y)=K_{s+t}(x,y)\,K_\tau(c,z).$$

This is `kernel_mul_kernel`. Its helper `key` splits an equation between products of four numbers into one equation for the prefactors and one for the exponentials. In the first, `Real.sqrt_mul` merges the roots and `field_simp` compares the radicands; in the second, `Real.exp_add` merges the exponentials and `field_simp` with `ring` confirms the identity above. The point $c$ lies on the straight path from $x$ to $y$ at time $s$, since $c=x+\frac{s}{s+t}(y-x)$.

Only $K_\tau(c,z)$ depends on $z$, and $\tau>0$, so normalisation gives $\int K_s(x,z)K_t(z,y)\,dz=K_{s+t}(x,y)$. `chapman_kolmogorov` does this by applying `kernel_normalised` at time $\tau$ and point $c$, with `hτ` for positivity, and obtains integrability of the product as a constant multiple of an integrable function.

The general case is an induction on $n$. For $n=0$ there is nothing to integrate and both sides are $K_{t_0}(x,y)$. For the step, take a chain with times $t_0,\dots,t_{n+1}$, call its first intermediate point $z$ and the remaining $n$ points $v$. The first kernel splits off,

$$W\big(x,(z,v),y\big)=K_{t_0}(x,z)\,W'(z,v,y),$$

where $W'$ is the weight with times $t_1,\dots,t_{n+1}$. The first factor does not depend on $v$ and leaves the inner integrals. The induction hypothesis, applied to the shorter chain that starts at $z$, turns these integrals into $K_{T'}(z,y)$ with $T'=t_1+\dots+t_{n+1}>0$. What remains is

$$\int dz\;K_{t_0}(x,z)\,K_{T'}(z,y)=K_{t_0+T'}(x,y),$$

which is the two-slice case. `pathWeight_cons` is the splitting: `Fin.prod_univ_succ` separates the factor $k=0$, and `Fin.cons_snoc_eq_snoc_cons` shows that the list of end points begins with $z$ and continues with $(v,y)$. `iterInt_const_mul` takes a constant through $n$ integrals by its own induction, one `integral_const_mul` per level. In `time_slicing_exact` the starting point and the times are reverted before the induction, because the hypothesis is used at the new starting point $z$ and the shifted times `fun k => t k.succ`; the end point $y$ stays fixed. Then `hs` is $T'>0$, `hz` is the collapse of the tail to one kernel, and `Fin.sum_univ_succ` writes the total time as $t_0+T'$.

Mathlib assigns the value zero to the integral of a non-integrable function, so integrability deserves a statement of its own. `slice_integrable` repeats `hz`, now with the finished theorem in place of the induction hypothesis, and takes the first half of `chapman_kolmogorov`. It names the outermost stage; that the integrand over an inner point $q_j$, at fixed $q_0,\dots,q_{j-1}$, is the product of the first $j$ kernels times the same kind of function for the chain starting at $q_{j-1}$, and so is integrable too, is an argument by hand and not a separate theorem.

For equal slices, $m/(2\pi\beta/P)=mP/(2\pi\beta)$ and $m/(2\beta/P)=mP/(2\beta)$, which are the content of `e1` and `e2` in `pathWeight_equal_slices`. Each kernel is therefore $\sqrt{mP/(2\pi\beta)}\,e^{-mP(a_k-b_k)^2/(2\beta)}$. The $P$ equal roots multiply to $N_P$ and the exponents add to $-S$, so $W=N_Pe^{-S}$. This lemma is pointwise algebra and assumes only $\beta>0$. `open_chain_exact` applies the main theorem with constant times, uses `hsum`, the sum $P\cdot\beta/P=\beta$, substitutes $W=N_Pe^{-S}$ and takes $N_P$ out with `iterInt_const_mul`. `ring_polymer_exact` sets $y=x$, where the exponent of $K_\beta(x,x)$ vanishes and only the root remains.

## Rings of one and two beads

For $P=1$ the single spring joins $x$ to itself, $S=0$, there is no integral, and the formula reads $N_1=\sqrt{m/(2\pi\beta)}$. For $P=2$ the lists are $a=(x,q_0)$ and $b=(q_0,x)$, so two springs join the same pair of beads, each with coefficient $mP/(2\beta)=m/\beta$, and $S=(2m/\beta)(x-q_0)^2$. Here $N_2=m/(\pi\beta)$ and the Gaussian integral over $q_0$ is $\sqrt{\pi\beta/(2m)}$, so

$$\frac{m}{\pi\beta}\sqrt{\frac{\pi\beta}{2m}}=\sqrt{\frac{m^2}{\pi^2\beta^2}\cdot\frac{\pi\beta}{2m}}=\sqrt{\frac{m}{2\pi\beta}},$$

the same value as for one bead.
